# The pointwise von Weizsäcker bound $\tau_W \le \tau$ for real orbitals with non-negative occupations

Take finitely many real orbitals $\varphi_i$, differentiable at a point $x$, with values $f_i = \varphi_i(x)$, gradients $g_i = \nabla\varphi_i(x)$ and occupations $o_i \ge 0$. If the density $n = \sum_i o_i f_i^2$ is positive at $x$, then

$$\tau_W = \tfrac12\|\nabla\sqrt n\|^2 = \frac{\|\nabla n\|^2}{8n} \;\le\; \tau = \tfrac12\sum_i o_i\|g_i\|^2 .$$

The form without division, $\|\nabla n\|^2 \le 8n\tau$, also holds where $n = 0$. Units are atomic, and $\tau$ includes the factor $\tfrac12$.

## The ratio $\tau_W/\tau$ on a grid

Many meta-GGA functionals take $n$, $\sigma = \|\nabla n\|^2$ and $\tau$ at each grid point and form $z = \tau_W/\tau$ or $\alpha = (\tau - \tau_W)/\tau_{\rm unif}$, where $\tau_{\rm unif}$ is the kinetic energy density of the uniform electron gas at density $n$. For finitely many real orbitals with non-negative occupations, the bound gives $z \le 1$ and $\alpha \ge 0$ wherever these quotients are defined.

In a code, the comparison is best made as $\sigma \le 8n\tau$ with a small tolerance, since this avoids dividing by a tiny density. A violation well above rounding error means that the inputs do not meet the conditions of the bound. For example, a partial core density may have been added to $n$ but not to $\tau$, a smearing scheme may have produced negative occupations, or $\sigma$ may come from an inaccurate numerical gradient.

A system with one occupied real orbital, such as restricted helium, is a sharper check: there $\sigma = 8n\tau$ wherever the orbital is differentiable. If $\tau$ is passed without its factor $\tfrac12$, the inequality still holds, but the ratio $\sigma/(8n\tau)$ comes out as $\tfrac12$ and not 1.

## Splitting $\tau$ by a common logarithmic gradient

The product rule gives

$$\nabla n = 2\sum_i o_i f_i g_i .$$

Let $u$ be a vector with $2n\,u = \nabla n$. For $n > 0$ this is $u = \nabla n/(2n)$, half the logarithmic gradient of the density. Taking the inner product of $\nabla n$ with $u$ in two ways gives

$$2n\|u\|^2 = \langle\nabla n, u\rangle = 2\sum_i o_i f_i\langle g_i,u\rangle .$$

Now expand the squares of the residual gradients $g_i - f_i u$:

$$\sum_i o_i\|g_i - f_i u\|^2 = \sum_i o_i\|g_i\|^2 - 2\sum_i o_i f_i\langle g_i,u\rangle + n\|u\|^2 = 2\tau - n\|u\|^2 .$$

Write $\tau_{\rm res} = \tfrac12\sum_i o_i\|g_i - f_i u\|^2$. Then

$$\tau = \tfrac n2\|u\|^2 + \tau_{\rm res}.$$

Multiply by $8n$ and use $\|\nabla n\|^2 = 4n^2\|u\|^2$:

$$8n\tau - \|\nabla n\|^2 = 8n\,\tau_{\rm res}.$$

With $o_i \ge 0$ the right-hand side is non-negative, which proves the bound without division for $n > 0$. If $n = 0$, every term $o_i f_i^2$ is zero, so $(o_i f_i)^2 = o_i\,(o_i f_i^2) = 0$. Hence $\nabla n = 0$, and both sides of the bound vanish.

For $n > 0$ the chain rule gives $\nabla\sqrt n = \nabla n/(2\sqrt n)$, so $\tfrac12\|\nabla\sqrt n\|^2 = \|\nabla n\|^2/(8n)$. Dividing the bound by $8n$ yields $\tau_W \le \tau$.

Equality at $n > 0$ means $\tau_{\rm res} = 0$, so $g_i = f_i u$ for every occupied orbital. Conversely, if some $u$ satisfies this, then $\nabla n = 2\sum_i o_i f_i^2 u = 2n\,u$, and the deficit formula applies with $\tau_{\rm res} = 0$. So at equality with $n > 0$, an occupied orbital with a node at $x$ also has zero gradient there.

If only orbital $k$ is occupied, both sides of $\|\nabla n\|^2 = 8n\tau$ equal $4o_k^2 f_k^2\|g_k\|^2$, including at nodes.

## Two orbitals at one point of the plane

Let $o = (2,1)$, $f = (1,2)$, $g_1 = (1,0)$ and $g_2 = (0,1)$. Then

- $n = 2\cdot1 + 1\cdot4 = 6$ and $\nabla n = 2\,(2g_1 + 2g_2) = (4,4)$;
- $\tau_W = 32/48 = 2/3$ and $\tau = \tfrac12(2+1) = 3/2$;
- $u = (1/3,1/3)$, with residual gradients $(2/3,-1/3)$ and $(-2/3,1/3)$;
- $\tau_{\rm res} = \tfrac12\left(2\cdot\tfrac59 + \tfrac59\right) = 5/6$.

Indeed $2/3 + 5/6 = 3/2$.

## The Lean file

```lean
import Mathlib

open Finset

namespace VonWeizsaeckerBound

noncomputable section

variable {ι E : Type*} [Fintype ι] [NormedAddCommGroup E] [InnerProductSpace ℝ E]

/-- The electron density `n = ∑ oᵢ fᵢ²` from occupations and orbital values at a point. -/
def density (o f : ι → ℝ) : ℝ := ∑ i, o i * f i ^ 2

/-- The vector `2 ∑ oᵢ fᵢ gᵢ` built from occupations, orbital values and orbital gradients. -/
def gradDensity (o f : ι → ℝ) (g : ι → E) : E := (2 : ℝ) • ∑ i, (o i * f i) • g i

/-- The kinetic energy density `τ = ½ ∑ oᵢ ‖gᵢ‖²` from occupations and orbital gradients. -/
def tau (o : ι → ℝ) (g : ι → E) : ℝ := 1 / 2 * ∑ i, o i * ‖g i‖ ^ 2

/-- The von Weizsäcker kinetic energy density `‖∇n‖² / (8 n)`, for nonzero density `n`. -/
def tauW (o f : ι → ℝ) (g : ι → E) : ℝ := ‖gradDensity o f g‖ ^ 2 / (8 * density o f)

/-- If the orbitals `φᵢ` have gradients `gᵢ` at `x`, the density has gradient
`2 ∑ oᵢ φᵢ(x) gᵢ` there. -/
theorem hasGradientAt_density [CompleteSpace E] (o : ι → ℝ) {φ : ι → E → ℝ} {g : ι → E}
    {x : E} (h : ∀ i, HasGradientAt (φ i) (g i) x) :
    HasGradientAt (fun y => density o (fun i => φ i y))
      (gradDensity o (fun i => φ i x) g) x := by
  have hs := HasFDerivAt.fun_sum (u := Finset.univ) (fun i _ =>
    ((hasDerivAt_pow 2 (φ i x)).const_mul (o i)).comp_hasFDerivAt x (h i).hasFDerivAt)
  rw [hasGradientAt_iff_hasFDerivAt]
  refine HasFDerivAt.congr_fderiv hs ?_
  -- compare the two linear functionals on a vector
  refine ContinuousLinearMap.ext fun v => ?_
  rw [_root_.sum_apply]
  change ∑ i, o i * (((2 : ℕ) : ℝ) * φ i x ^ 1) * inner ℝ (g i) v
    = inner ℝ (gradDensity o (fun i => φ i x) g) v
  simp only [gradDensity, real_inner_smul_left, sum_inner, Finset.mul_sum]
  refine Finset.sum_congr rfl fun i _ => ?_
  push_cast
  ring

/-- If `2 n u = ∇n`, the kinetic energy density splits into `(n/2) ‖u‖²` and the kinetic
energy density of the residual gradients `gᵢ - fᵢ u`. -/
theorem tau_decomposition (o f : ι → ℝ) (g : ι → E) {u : E}
    (hu : (2 * density o f) • u = gradDensity o f g) :
    tau o g = density o f / 2 * ‖u‖ ^ 2 + tau o (fun i => g i - f i • u) := by
  have hin : inner ℝ (gradDensity o f g) u = 2 * density o f * ‖u‖ ^ 2 := by
    rw [← hu, real_inner_smul_left, real_inner_self_eq_norm_sq]
  have hsum : inner ℝ (gradDensity o f g) u = 2 * ∑ i, o i * f i * inner ℝ (g i) u := by
    simp only [gradDensity, real_inner_smul_left, sum_inner]
  -- expand the square of each residual gradient
  have hexp : ∑ i, o i * ‖g i - f i • u‖ ^ 2 = ∑ i, o i * ‖g i‖ ^ 2
      - 2 * ∑ i, o i * f i * inner ℝ (g i) u + density o f * ‖u‖ ^ 2 := by
    unfold density
    rw [Finset.mul_sum, Finset.sum_mul, ← Finset.sum_sub_distrib, ← Finset.sum_add_distrib]
    refine Finset.sum_congr rfl fun i _ => ?_
    rw [norm_sub_sq_real, real_inner_smul_right, norm_smul, mul_pow, Real.norm_eq_abs, sq_abs]
    ring
  simp only [tau]
  linear_combination (-1 / 2) * hexp + (1 / 2) * hin - (1 / 2) * hsum

/-- If `2 n u = ∇n`, the deficit `8 n τ - ‖∇n‖²` is `8 n` times the kinetic energy density
of the residual gradients `gᵢ - fᵢ u`. -/
theorem deficit_eq (o f : ι → ℝ) (g : ι → E) {u : E}
    (hu : (2 * density o f) • u = gradDensity o f g) :
    8 * density o f * tau o g - ‖gradDensity o f g‖ ^ 2
      = 8 * density o f * tau o (fun i => g i - f i • u) := by
  have hN : ‖gradDensity o f g‖ ^ 2 = 4 * density o f ^ 2 * ‖u‖ ^ 2 := by
    rw [← hu, norm_smul, mul_pow, Real.norm_eq_abs, sq_abs]
    ring
  linear_combination 8 * density o f * tau_decomposition o f g hu - hN

/-- For non-negative occupations, `‖∇n‖² ≤ 8 n τ`. -/
theorem norm_sq_gradDensity_le {o : ι → ℝ} (ho : ∀ i, 0 ≤ o i) (f : ι → ℝ) (g : ι → E) :
    ‖gradDensity o f g‖ ^ 2 ≤ 8 * density o f * tau o g := by
  have hterm : ∀ i ∈ Finset.univ, 0 ≤ o i * f i ^ 2 :=
    fun i _ => mul_nonneg (ho i) (sq_nonneg _)
  have hn : 0 ≤ density o f := Finset.sum_nonneg hterm
  rcases hn.eq_or_lt with h0 | hpos
  · -- at zero density every product `oᵢ fᵢ` vanishes
    have hz := (Finset.sum_eq_zero_iff_of_nonneg hterm).1 h0.symm
    have hof : ∀ i, o i * f i = 0 := fun i => by
      have h1 := hz i (Finset.mem_univ i)
      have h2 : (o i * f i) ^ 2 = 0 := by linear_combination o i * h1
      exact pow_eq_zero_iff (two_ne_zero) |>.1 h2
    have hG : gradDensity o f g = 0 := by simp [gradDensity, hof]
    rw [hG, ← h0]
    simp
  · have hu : (2 * density o f) • ((2 * density o f)⁻¹ • gradDensity o f g)
        = gradDensity o f g := smul_inv_smul₀ (by linarith : 0 < 2 * density o f).ne' _
    have hR : 0 ≤ tau o (fun i => g i - f i • ((2 * density o f)⁻¹ • gradDensity o f g)) :=
      mul_nonneg (by norm_num)
        (Finset.sum_nonneg fun i _ => mul_nonneg (ho i) (sq_nonneg _))
    have hd := deficit_eq o f g hu
    have hp := mul_nonneg (by linarith : 0 ≤ 8 * density o f) hR
    linarith

/-- **Von Weizsäcker bound.** For non-negative occupations and orbitals with gradients `gᵢ`
at a point of positive density, `√n` has gradient `∇n / (2√n)` there, half the squared norm
of this gradient is `‖∇n‖² / (8 n)`, and this is at most `τ`. -/
theorem weizsaecker_bound [CompleteSpace E] {o : ι → ℝ} (ho : ∀ i, 0 ≤ o i)
    {φ : ι → E → ℝ} {g : ι → E} {x : E} (h : ∀ i, HasGradientAt (φ i) (g i) x)
    (hn : 0 < density o (fun i => φ i x)) :
    HasGradientAt (fun y => √(density o (fun i => φ i y)))
        ((2 * √(density o (fun i => φ i x)))⁻¹ • gradDensity o (fun i => φ i x) g) x ∧
      1 / 2 * ‖(2 * √(density o (fun i => φ i x)))⁻¹ • gradDensity o (fun i => φ i x) g‖ ^ 2
        = tauW o (fun i => φ i x) g ∧
      tauW o (fun i => φ i x) g ≤ tau o g := by
  refine ⟨?_, ?_, ?_⟩
  · -- chain rule for the square root
    have hs := (Real.hasDerivAt_sqrt hn.ne').comp_hasFDerivAt x
      (hasGradientAt_density o h).hasFDerivAt
    rw [hasGradientAt_iff_hasFDerivAt]
    refine HasFDerivAt.congr_fderiv hs ?_
    refine ContinuousLinearMap.ext fun v => ?_
    change 1 / (2 * √(density o (fun i => φ i x)))
        * inner ℝ (gradDensity o (fun i => φ i x) g) v
      = inner ℝ ((2 * √(density o (fun i => φ i x)))⁻¹
        • gradDensity o (fun i => φ i x) g) v
    rw [real_inner_smul_left, one_div]
  · rw [norm_smul, mul_pow, Real.norm_eq_abs, sq_abs, inv_pow, mul_pow, Real.sq_sqrt hn.le]
    unfold tauW
    ring
  · rw [tauW, div_le_iff₀ (by linarith)]
    linarith [norm_sq_gradDensity_le ho (fun i => φ i x) g]

/-- For non-negative occupations and positive density, `‖∇n‖² = 8 n τ` holds exactly when
one vector `u` gives `gᵢ = fᵢ u` for every occupied orbital. -/
theorem equality_iff {o f : ι → ℝ} (ho : ∀ i, 0 ≤ o i) (hn : 0 < density o f) (g : ι → E) :
    ‖gradDensity o f g‖ ^ 2 = 8 * density o f * tau o g ↔
      ∃ u : E, ∀ i, o i ≠ 0 → g i = f i • u := by
  constructor
  · intro heq
    have hu : (2 * density o f) • ((2 * density o f)⁻¹ • gradDensity o f g)
        = gradDensity o f g := smul_inv_smul₀ (by linarith : 0 < 2 * density o f).ne' _
    refine ⟨(2 * density o f)⁻¹ • gradDensity o f g, fun i hi => ?_⟩
    have hd := deficit_eq o f g hu
    rw [heq, sub_self] at hd
    -- the residual kinetic energy density vanishes, hence each of its terms
    have hR := (mul_eq_zero.1 hd.symm).resolve_left (by linarith : 0 < 8 * density o f).ne'
    have hS := (mul_eq_zero.1 hR).resolve_left (by norm_num)
    have hi0 := (Finset.sum_eq_zero_iff_of_nonneg
      (fun j _ => mul_nonneg (ho j) (sq_nonneg _))).1 hS i (Finset.mem_univ i)
    have hnorm := (mul_eq_zero.1 hi0).resolve_left hi
    exact sub_eq_zero.1 (norm_eq_zero.1 ((pow_eq_zero_iff two_ne_zero).1 hnorm))
  · rintro ⟨u, hg⟩
    have hu : (2 * density o f) • u = gradDensity o f g := by
      unfold density gradDensity
      rw [mul_smul, Finset.sum_smul]
      congr 1
      refine Finset.sum_congr rfl fun i _ => ?_
      by_cases hi : o i = 0
      · simp [hi]
      · rw [hg i hi, smul_smul]
        congr 1
        ring
    have hR : tau o (fun i => g i - f i • u) = 0 := by
      unfold tau
      rw [Finset.sum_eq_zero, mul_zero]
      intro i _
      by_cases hi : o i = 0
      · simp [hi]
      · simp [hg i hi]
    have hd := deficit_eq o f g hu
    rw [hR, mul_zero] at hd
    linarith

/-- If no orbital other than `k` is occupied, then `‖∇n‖² = 8 n τ`. -/
theorem single_orbital {o : ι → ℝ} (k : ι) (hk : ∀ i, i ≠ k → o i = 0)
    (f : ι → ℝ) (g : ι → E) :
    ‖gradDensity o f g‖ ^ 2 = 8 * density o f * tau o g := by
  have h1 : ∑ i, o i * f i ^ 2 = o k * f k ^ 2 :=
    Finset.sum_eq_single k (fun i _ hi => by simp [hk i hi]) (by simp)
  have h2 : ∑ i, (o i * f i) • g i = (o k * f k) • g k :=
    Finset.sum_eq_single k (fun i _ hi => by simp [hk i hi]) (by simp)
  have h3 : ∑ i, o i * ‖g i‖ ^ 2 = o k * ‖g k‖ ^ 2 :=
    Finset.sum_eq_single k (fun i _ hi => by simp [hk i hi]) (by simp)
  unfold gradDensity density tau
  rw [h1, h2, h3, smul_smul, norm_smul, mul_pow, Real.norm_eq_abs, sq_abs]
  ring

end

end VonWeizsaeckerBound
```

```lean
#print axioms VonWeizsaeckerBound.weizsaecker_bound
#print axioms VonWeizsaeckerBound.equality_iff
#print axioms VonWeizsaeckerBound.single_orbital
```

```
'VonWeizsaeckerBound.weizsaecker_bound' depends on axioms: [propext, Classical.choice, Quot.sound]
'VonWeizsaeckerBound.equality_iff' depends on axioms: [propext, Classical.choice, Quot.sound]
'VonWeizsaeckerBound.single_orbital' depends on axioms: [propext, Classical.choice, Quot.sound]
```

## Grid-point data as Lean objects

The finite type `ι` labels the orbitals, and `E` is the space in which positions and gradients live; three-dimensional Euclidean space is the usual case. The functions `o`, `f` and `g` hold the occupations, values and gradients at the point. `density`, `tau` and `tauW` are $n$, $\tau$ and $\|\nabla n\|^2/(8n)$.

`gradDensity` is defined as the vector $2\sum_i o_i f_i g_i$. That it is the gradient of the density is proved in `hasGradientAt_density`, from the hypothesis `HasGradientAt (φ i) (g i) x` for each orbital.

`weizsaecker_bound` has three conclusions: $\sqrt n$ has the stated gradient at `x`, half the squared norm of that gradient equals `tauW`, and `tauW` is at most `tau`. It assumes that each orbital `φ i` has gradient `g i` at `x`, that the occupations are non-negative, that the density is positive at `x`, and that the space `E` is complete, which Euclidean space is. The inequality `norm_sq_gradDensity_le` needs neither completeness nor positive density, and its `f` and `g` may be arbitrary numbers and vectors.

## From the residual identity to the theorems

`hasGradientAt_density` differentiates the sum term by term and compares the resulting linear functional with the inner product against `gradDensity` on an arbitrary vector `v`.

`tau_decomposition` is the completed square. Its facts `hin` and `hsum` are the two evaluations of $\langle\nabla n,u\rangle$, `hexp` is the expansion of the residuals, and `linear_combination` adds them with the right coefficients. `deficit_eq` multiplies the result by $8n$.

`norm_sq_gradDensity_le` separates zero from positive density, as in the derivation. `weizsaecker_bound` then applies the chain rule for the square root, simplifies the squared norm, and clears the denominator with `div_le_iff₀`.

In `equality_iff`, a vanishing sum of non-negative terms forces each term to vanish, which gives the common vector `u`; the converse computes `gradDensity` from that vector. `single_orbital` reduces each sum to its `k` term and needs no sign condition on `o k`.

## One point, real orbitals, real numbers

The theorems concern a single point. The integrated inequality between the von Weizsäcker and orbital kinetic energies, which often carries the same name, is not stated here; it also calls for integrability and a treatment of the zeros of $n$.

Orthogonality, normalisation and an upper limit on the occupations play no role, so the bound applies to orbitals in any finite basis, converged or not, if $n$, $\nabla n$ and $\tau$ come from the same orbitals and occupations. The sign of the occupations does matter: with a negative $o_i$ the residual term can be negative and the inequality can fail.

Complex orbitals fit the inequality if the real and imaginary parts are entered as two real orbitals with the same occupation. The single-orbital equality does not carry over, because two real orbitals are then occupied: a plane wave has constant density and $\tau_W = 0$, but $\tau > 0$ for non-zero wave vector.

Finally, the quantities are real numbers and not floating-point ones. Rounding can push a computed $z$ slightly above 1 where equality holds or nearly holds, so a code that takes $\sqrt{1-z}$ or a fractional power of $\alpha$ still needs a clamp.
